# Two impurities of depth v at distance d in a chain with hopping amplitude −1 bind an odd state below the band exactly when v d > 2

## Does an impurity pair always keep its antisymmetric level?

Two identical attractive impurities sit d sites apart in an infinite tight-binding chain. Far apart, each binds an electron, and tunnelling splits the two levels into an even and an odd one. As the impurities approach, the odd level rises and can merge with the band. With hopping amplitude −1 and on-site energy −v at both impurities, I get this condition for the decay factor x per site:

v (1 − x^d) = 1/x − x, 0 < x < 1.

I believe that it has a solution exactly when v d > 2, and then only one. Can this be made rigorous and machine-checked, starting from the Hamiltonian?

## The odd level below the band exists only for v d > 2, and its energy is unique

Yes. The band is [−2, 2], and every energy E < −2 can be written as E = −(x + 1/x) with

x = (−E − √(E² − 4))/2, 0 < x < 1.

Let δ(n,m) be 1 if n = m and 0 otherwise. A single exponential satisfies

x^|n+1| + x^|n−1| = (x + 1/x) x^|n| − (1/x − x) δ(n,0).

Subtracting its copy centred at d, the orbital u(n) = x^|n| − x^|n−d| obeys

u(n+1) + u(n−1) = (x + 1/x) u(n) − (1/x − x)(δ(n,0) − δ(n,d)).

An odd bound state ψ has ψ(d) = −ψ(0), so its Schrödinger equation reads

ψ(n+1) + ψ(n−1) = (x + 1/x) ψ(n) − v ψ(0)(δ(n,0) − δ(n,d)).

Hence φ = (1/x − x) ψ − v ψ(0) u solves the free equation φ(n+1) + φ(n−1) = s φ(n), with s = x + 1/x > 2. It is bounded, say |φ| ≤ M. The equation improves this to |φ| ≤ 2M/s, and repetition gives φ = 0:

(1/x − x) ψ(n) = v ψ(0) u(n).

Here ψ(0) ≠ 0, since otherwise ψ vanishes everywhere. Setting n = 0, where u(0) = 1 − x^d, gives your condition. Conversely, if the condition holds, u is itself a nonzero, odd, square-summable eigenstate.

Dividing the condition by 1 − x and multiplying by x gives

v x S(x) = 1 + x, S(x) = 1 + x + … + x^(d−1).

If v ≤ 0 or d = 0, the left side is at most zero and there is no solution. Otherwise x S(x)/(1 + x) rises strictly from 0 at x = 0 to d/2 at x = 1. It takes the value 1/v inside the interval exactly when 1/v < d/2, and only once.

For example, v = 2 and d = 2 give 2x(1 + x) = 1 + x, so x = 1/2 and E = −5/2. At sites −1, 0, 1, 2 the orbital is 3/8, 3/4, 0, −3/4. At site 0 the Hamiltonian gives −3/8 − 2·3/4 = −15/8, which is E u(0).

Here is the complete Lean file.

```lean
import Mathlib

namespace TwoImpurityChain

noncomputable section

/-- The indicator of site `m` on the chain. -/
def site (m n : ℤ) : ℝ := if n = m then 1 else 0

/-- The chain with hopping amplitude `-1` and two impurities of on-site energy `-v`
at the sites `0` and `d`. -/
def hamiltonian (v : ℝ) (d : ℕ) (ψ : ℤ → ℝ) (n : ℤ) : ℝ :=
  -(ψ (n + 1) + ψ (n - 1)) - v * (site 0 n + site d n) * ψ n

/-- A nonzero square-summable eigenstate of energy `E` that changes sign under the
reflection exchanging the two impurities. -/
structure IsOddBoundState (v : ℝ) (d : ℕ) (E : ℝ) (ψ : ℤ → ℝ) : Prop where
  nonzero : ψ ≠ 0
  odd : ∀ n, ψ (d - n) = -ψ n
  normalizable : Summable fun n => ψ n ^ 2
  schrodinger : ∀ n, hamiltonian v d ψ n = E * ψ n

/-- The odd bound-state equation for the decay factor `x` per site. -/
def OddCondition (v : ℝ) (d : ℕ) (x : ℝ) : Prop := v * (1 - x ^ d) = 1 / x - x

/-- The difference of two exponentials centred at the two impurities. -/
def oddOrbital (x : ℝ) (d : ℕ) (n : ℤ) : ℝ := x ^ n.natAbs - x ^ (n - d).natAbs

/-- For `0 < x < 1` the odd bound-state equation is equivalent to one with a geometric sum. -/
theorem oddCondition_iff_geom {v x : ℝ} {d : ℕ} (hx0 : 0 < x) (hx1 : x < 1) :
    OddCondition v d x ↔ v * (x * ∑ k ∈ Finset.range d, x ^ k) = 1 + x := by
  have hs := mul_neg_geom_sum x d
  have hi : x * (1 / x) = 1 := mul_one_div_cancel hx0.ne'
  unfold OddCondition
  generalize 1 / x = q at hi ⊢
  constructor
  · intro h
    apply mul_left_cancel₀ (sub_pos.2 hx1).ne'
    linear_combination v * x * hs + x * h + hi
  · intro h
    apply mul_left_cancel₀ hx0.ne'
    linear_combination (1 - x) * h - v * x * hs - hi

/-- For `d ≥ 1` the ratio of `x (1 + x + ... + x^(d-1))` to `1 + x` grows strictly with `x > 0`,
written without division. -/
theorem geom_compare {x y : ℝ} {d : ℕ} (hx : 0 < x) (hxy : x < y)
    (hS : 0 < ∑ k ∈ Finset.range d, x ^ k) :
    x * (∑ k ∈ Finset.range d, x ^ k) * (1 + y) <
      y * (∑ k ∈ Finset.range d, y ^ k) * (1 + x) := by
  have hle : ∑ k ∈ Finset.range d, x ^ k ≤ ∑ k ∈ Finset.range d, y ^ k :=
    Finset.sum_le_sum fun k _ => pow_le_pow_left₀ hx.le hxy.le k
  have hy : 0 < y := hx.trans hxy
  have h1 := mul_pos (sub_pos.2 hxy) hS
  have h2 := mul_nonneg (by positivity : 0 ≤ y + x * y) (sub_nonneg.2 hle)
  nlinarith [h1, h2]

/-- Two solutions of the odd bound-state equation in `(0, 1)` coincide, and a solution
there forces `v d > 2`. -/
theorem oddCondition_unique {v x : ℝ} {d : ℕ} (hx0 : 0 < x) (hx1 : x < 1)
    (h : OddCondition v d x) :
    2 < v * d ∧ ∀ y, 0 < y → y < 1 → OddCondition v d y → y = x := by
  -- a solution makes both the coupling and the geometric sum positive
  have pos : ∀ z, 0 < z → z < 1 → OddCondition v d z →
      0 < v ∧ 0 < ∑ k ∈ Finset.range d, z ^ k := by
    intro z hz0 hz1 hz
    rw [oddCondition_iff_geom hz0 hz1] at hz
    have hS : 0 ≤ ∑ k ∈ Finset.range d, z ^ k :=
      Finset.sum_nonneg fun k _ => pow_nonneg hz0.le k
    constructor
    · by_contra hc
      have := mul_nonneg (neg_nonneg.2 (not_lt.1 hc)) (mul_nonneg hz0.le hS)
      linarith
    · refine lt_of_le_of_ne hS fun h0 => ?_
      rw [← h0] at hz
      linarith
  have clash : ∀ a b, 0 < a → a < b → b < 1 → OddCondition v d a →
      OddCondition v d b → False := by
    intro a b ha hab hb h1 h2
    obtain ⟨hv, hS⟩ := pos a ha (hab.trans hb) h1
    have hc := mul_lt_mul_of_pos_left (geom_compare ha hab hS) hv
    rw [oddCondition_iff_geom ha (hab.trans hb)] at h1
    rw [oddCondition_iff_geom (ha.trans hab) hb] at h2
    refine hc.ne ?_
    linear_combination (1 + b) * h1 - (1 + a) * h2
  constructor
  · -- compare with the band edge x = 1
    obtain ⟨hv, hS⟩ := pos x hx0 hx1 h
    have hc := mul_lt_mul_of_pos_left (geom_compare hx0 hx1 hS) hv
    rw [oddCondition_iff_geom hx0 hx1] at h
    have h1 : ∑ k ∈ Finset.range d, (1 : ℝ) ^ k = d := by simp
    rw [h1] at hc
    have h2 : 2 * (1 + x) < v * d * (1 + x) := by
      calc 2 * (1 + x) = v * (x * (∑ k ∈ Finset.range d, x ^ k) * (1 + 1)) := by
            linear_combination -2 * h
        _ < v * (1 * d * (1 + x)) := hc
        _ = v * d * (1 + x) := by ring
    exact lt_of_mul_lt_mul_right h2 (by linarith)
  · intro y hy0 hy1 hy
    rcases lt_trichotomy y x with hlt | heq | hgt
    · exact (clash y x hy0 hlt hx1 hy h).elim
    · exact heq
    · exact (clash x y hx0 hgt hy1 h hy).elim

/-- The odd bound-state equation has a solution in `(0, 1)` if and only if `v d > 2`. -/
theorem oddCondition_solvable_iff (v : ℝ) (d : ℕ) :
    (∃ x, 0 < x ∧ x < 1 ∧ OddCondition v d x) ↔ 2 < v * d := by
  constructor
  · rintro ⟨x, hx0, hx1, h⟩
    exact (oddCondition_unique hx0 hx1 h).1
  · intro h
    let f : ℝ → ℝ := fun x => v * (x * ∑ k ∈ Finset.range d, x ^ k) - (1 + x)
    have hf : Continuous f := by fun_prop
    have h0 : f 0 < 0 := by simp [f]
    have h1 : 0 < f 1 := by
      have : f 1 = v * d - 2 := by
        simp only [f, one_pow, Finset.sum_const, Finset.card_range, nsmul_eq_mul]
        ring
      linarith
    obtain ⟨x, hx, hfx⟩ := intermediate_value_Ioo zero_le_one hf.continuousOn ⟨h0, h1⟩
    exact ⟨x, hx.1, hx.2, (oddCondition_iff_geom hx.1 hx.2).2 (sub_eq_zero.1 hfx)⟩

/-- The odd orbital obeys the free chain equation with opposite sources at the impurities. -/
theorem oddOrbital_source {x : ℝ} (hx : x ≠ 0) (d : ℕ) (n : ℤ) :
    oddOrbital x d (n + 1) + oddOrbital x d (n - 1) =
      (x + 1 / x) * oddOrbital x d n - (1 / x - x) * (site 0 n - site d n) := by
  have hi : x * (1 / x) = 1 := mul_one_div_cancel hx
  generalize 1 / x = q at hi ⊢
  -- one exponential has a single source at its centre
  have tail : ∀ m : ℤ, x ^ (m + 1).natAbs + x ^ (m - 1).natAbs =
      (x + q) * x ^ m.natAbs - (q - x) * site 0 m := by
    intro m
    rcases lt_trichotomy m 0 with h | h | h
    · obtain ⟨k, hk⟩ : ∃ k : ℕ, m = -((k : ℤ) + 1) := ⟨(-m - 1).toNat, by omega⟩
      rw [show (m + 1).natAbs = k by omega, show (m - 1).natAbs = k + 2 by omega,
        show m.natAbs = k + 1 by omega, site, if_neg h.ne]
      linear_combination -x ^ k * hi
    · subst h
      simp [site]
      ring
    · obtain ⟨k, hk⟩ : ∃ k : ℕ, m = (k : ℤ) + 1 := ⟨(m - 1).toNat, by omega⟩
      rw [show (m + 1).natAbs = k + 2 by omega, show (m - 1).natAbs = k by omega,
        show m.natAbs = k + 1 by omega, site, if_neg h.ne']
      linear_combination -x ^ k * hi
  have h1 := tail n
  have h2 := tail (n - d)
  have hsite : site 0 (n - d) = site d n := by simp [site, sub_eq_zero]
  rw [hsite, show n - (d : ℤ) + 1 = n + 1 - d by ring,
    show n - (d : ℤ) - 1 = n - 1 - d by ring] at h2
  unfold oddOrbital
  linear_combination h1 - h2

/-- If the amplitudes at the two impurities are opposite, the impurity term is fixed by
the amplitude at site `0`. -/
theorem impurity_term {ψ : ℤ → ℝ} {d : ℕ} (h : ψ d = -ψ 0) (n : ℤ) :
    (site 0 n + site d n) * ψ n = ψ 0 * (site 0 n - site d n) := by
  have a1 : n = 0 → ψ n = ψ 0 := fun e => by rw [e]
  have a2 : n = d → ψ n = -ψ 0 := fun e => by rw [e, h]
  unfold site
  split_ifs with h1 h2 h2
  · linarith [a1 h1, a2 h2]
  · linarith [a1 h1]
  · linarith [a2 h2]
  · ring

/-- A bounded solution of the free chain equation at an energy `-s` below the band vanishes. -/
theorem free_bounded_eq_zero {s M : ℝ} {φ : ℤ → ℝ} (hs : 2 < s) (hb : ∀ n, |φ n| ≤ M)
    (h : ∀ n, φ (n + 1) + φ (n - 1) = s * φ n) (n : ℤ) : φ n = 0 := by
  have hs0 : 0 < s := by linarith
  -- each use of the equation improves the bound by the factor 2 / s
  have key : ∀ k : ℕ, ∀ m, |φ m| ≤ M * (2 / s) ^ k := by
    intro k
    induction k with
    | zero => intro m; simpa using hb m
    | succ k ih =>
      intro m
      have h1 := norm_add_le (φ (m + 1)) (φ (m - 1))
      simp only [Real.norm_eq_abs] at h1
      rw [h m, abs_mul, abs_of_pos hs0] at h1
      calc |φ m| ≤ 2 * (M * (2 / s) ^ k) / s := by
            rw [le_div_iff₀ hs0]
            linarith [ih (m + 1), ih (m - 1)]
        _ = M * (2 / s) ^ (k + 1) := by rw [pow_succ]; ring
  have hlt : 2 / s < 1 := by rw [div_lt_iff₀ hs0]; linarith
  have hlim := (tendsto_pow_atTop_nhds_zero_of_lt_one (by positivity) hlt).const_mul M
  have hle := ge_of_tendsto' hlim fun k => key k n
  rw [mul_zero] at hle
  exact abs_nonpos_iff.mp hle

/-- For `0 < x < 1`, every odd bound state of energy `-(x + 1/x)` is proportional to the odd
orbital. -/
theorem boundState_proportional {v x : ℝ} {d : ℕ} {ψ : ℤ → ℝ} (hx0 : 0 < x) (hx1 : x < 1)
    (hψ : IsOddBoundState v d (-(x + 1 / x)) ψ) (n : ℤ) :
    (1 / x - x) * ψ n = v * ψ 0 * oddOrbital x d n := by
  have hq : 1 < 1 / x := by rw [lt_div_iff₀ hx0]; linarith
  have hi : x * (1 / x) = 1 := mul_one_div_cancel hx0.ne'
  have hs : 2 < x + 1 / x := by nlinarith [mul_pos (sub_pos.2 hx1) (sub_pos.2 hq)]
  have hd : ψ d = -ψ 0 := by simpa using hψ.odd 0
  have hψb : ∀ m, |ψ m| ≤ (∑' j, ψ j ^ 2) + 1 := by
    intro m
    have h1 := hψ.normalizable.le_tsum m fun j _ => sq_nonneg (ψ j)
    rw [abs_le]
    constructor <;> nlinarith [sq_nonneg (ψ m - 1), sq_nonneg (ψ m + 1)]
  have hub : ∀ m, |oddOrbital x d m| ≤ 1 := by
    intro m
    have p (k : ℕ) : 0 ≤ x ^ k ∧ x ^ k ≤ 1 :=
      ⟨pow_nonneg hx0.le k, pow_le_one₀ hx0.le hx1.le⟩
    unfold oddOrbital
    rw [abs_le]
    constructor <;> linarith [(p m.natAbs).1, (p m.natAbs).2,
      (p (m - d).natAbs).1, (p (m - d).natAbs).2]
  -- the difference of the two sides is a bounded free solution
  refine sub_eq_zero.1 (free_bounded_eq_zero
    (φ := fun m => (1 / x - x) * ψ m - v * ψ 0 * oddOrbital x d m)
    (M := |1 / x - x| * ((∑' j, ψ j ^ 2) + 1) + |v * ψ 0| * 1) hs ?_ ?_ n)
  · intro m
    have h1 := norm_sub_le ((1 / x - x) * ψ m) (v * ψ 0 * oddOrbital x d m)
    simp only [Real.norm_eq_abs] at h1
    rw [abs_mul (1 / x - x) (ψ m), abs_mul (v * ψ 0) (oddOrbital x d m)] at h1
    exact h1.trans (add_le_add (mul_le_mul_of_nonneg_left (hψb m) (abs_nonneg _))
      (mul_le_mul_of_nonneg_left (hub m) (abs_nonneg _)))
  · intro m
    have he := hψ.schrodinger m
    unfold hamiltonian at he
    linear_combination -(1 / x - x) * he - v * ψ 0 * oddOrbital_source hx0.ne' d m
      - (1 / x - x) * v * impurity_term hd m

/-- For `0 < x < 1`, an odd bound state of energy `-(x + 1/x)` exists if and only if `x`
solves the odd bound-state equation. -/
theorem boundState_iff_oddCondition {v x : ℝ} {d : ℕ} (hx0 : 0 < x) (hx1 : x < 1) :
    (∃ ψ, IsOddBoundState v d (-(x + 1 / x)) ψ) ↔ OddCondition v d x := by
  have hq : 1 < 1 / x := by rw [lt_div_iff₀ hx0]; linarith
  have hw : 1 / x - x ≠ 0 := (by linarith : 0 < 1 / x - x).ne'
  have hu0 : oddOrbital x d 0 = 1 - x ^ d := by simp [oddOrbital]
  constructor
  · rintro ⟨ψ, hψ⟩
    have hp := boundState_proportional hx0 hx1 hψ
    have h0 : ψ 0 ≠ 0 := by
      intro h0
      apply hψ.nonzero
      funext n
      have hn := hp n
      rw [h0, mul_zero, zero_mul] at hn
      exact (mul_eq_zero.1 hn).resolve_left hw
    have h1 := hp 0
    rw [hu0] at h1
    apply mul_left_cancel₀ h0
    linear_combination -h1
  · intro hc
    unfold OddCondition at hc
    rw [← hu0] at hc
    have hodd : ∀ n : ℤ, oddOrbital x d (d - n) = -oddOrbital x d n := by
      intro n
      unfold oddOrbital
      rw [show ((d : ℤ) - n).natAbs = (n - d).natAbs by omega,
        show ((d : ℤ) - n - d).natAbs = n.natAbs by omega]
      ring
    refine ⟨oddOrbital x d, ?_, hodd, ?_, ?_⟩
    · intro h
      rw [h, Pi.zero_apply, mul_zero] at hc
      exact hw hc.symm
    · -- both exponentials are square-summable
      have hg := summable_geometric_of_lt_one (sq_nonneg x) (by nlinarith : x ^ 2 < 1)
      have hT : Summable fun n : ℤ => (x ^ n.natAbs) ^ 2 := by
        refine Summable.of_nat_of_neg (hg.congr fun n => ?_) (hg.congr fun n => ?_)
        · have : (n : ℤ).natAbs = n := by omega
          simp only [this]
          ring
        · have : (-(n : ℤ)).natAbs = n := by omega
          simp only [this]
          ring
      have hinj : Function.Injective fun n : ℤ => n - (d : ℤ) := by
        intro a b hab
        simpa using hab
      have hT' : Summable fun n : ℤ => (x ^ (n - d).natAbs) ^ 2 := by
        have hcomp := hT.comp_injective hinj
        simpa only [Function.comp_def] using hcomp
      refine Summable.of_nonneg_of_le (fun n => sq_nonneg _) (fun n => ?_)
        ((hT.add hT').mul_left 2)
      unfold oddOrbital
      nlinarith [sq_nonneg (x ^ n.natAbs + x ^ (n - d).natAbs)]
    · intro n
      have hd : oddOrbital x d d = -oddOrbital x d 0 := by simpa using hodd 0
      unfold hamiltonian
      linear_combination -oddOrbital_source hx0.ne' d n - v * impurity_term hd n
        - (site 0 n - site d n) * hc

/-- Two equal impurities at distance `d` have an odd bound state below the band if and only
if `v d > 2`, and all such states have the same energy. -/
theorem odd_boundState_threshold (v : ℝ) (d : ℕ) :
    ((∃ E, E < -2 ∧ ∃ ψ, IsOddBoundState v d E ψ) ↔ 2 < v * d) ∧
      ∀ E E' ψ ψ', E < -2 → E' < -2 → IsOddBoundState v d E ψ →
        IsOddBoundState v d E' ψ' → E = E' := by
  -- every energy below the band belongs to a decay factor in (0, 1)
  have param : ∀ E : ℝ, E < -2 → ∃ x, 0 < x ∧ x < 1 ∧ E = -(x + 1 / x) := by
    intro E hE
    have hr : √(E ^ 2 - 4) * √(E ^ 2 - 4) = E ^ 2 - 4 := Real.mul_self_sqrt (by nlinarith)
    have hr0 := Real.sqrt_nonneg (E ^ 2 - 4)
    generalize √(E ^ 2 - 4) = r at hr hr0
    have h1 : r < -E := by nlinarith
    have h2 : -E - 2 < r := by nlinarith
    have hx : 0 < (-E - r) / 2 := by linarith
    have hinv : 1 / ((-E - r) / 2) = (-E + r) / 2 := by
      rw [div_eq_iff hx.ne']
      linear_combination hr / 4
    exact ⟨(-E - r) / 2, hx, by linarith, by rw [hinv]; ring⟩
  constructor
  · rw [← oddCondition_solvable_iff]
    constructor
    · rintro ⟨E, hE, ψ, hψ⟩
      obtain ⟨x, hx0, hx1, rfl⟩ := param E hE
      exact ⟨x, hx0, hx1, (boundState_iff_oddCondition hx0 hx1).1 ⟨ψ, hψ⟩⟩
    · rintro ⟨x, hx0, hx1, hc⟩
      have hq : 1 < 1 / x := by rw [lt_div_iff₀ hx0]; linarith
      have hi : x * (1 / x) = 1 := mul_one_div_cancel hx0.ne'
      exact ⟨-(x + 1 / x), by nlinarith [mul_pos (sub_pos.2 hx1) (sub_pos.2 hq)],
        (boundState_iff_oddCondition hx0 hx1).2 hc⟩
  · intro E E' ψ ψ' hE hE' hψ hψ'
    obtain ⟨x, hx0, hx1, rfl⟩ := param E hE
    obtain ⟨y, hy0, hy1, rfl⟩ := param E' hE'
    have hx := (boundState_iff_oddCondition hx0 hx1).1 ⟨ψ, hψ⟩
    have hy := (boundState_iff_oddCondition hy0 hy1).1 ⟨ψ', hψ'⟩
    rw [(oddCondition_unique hx0 hx1 hx).2 y hy0 hy1 hy]

end

end TwoImpurityChain
```

```lean
#print axioms TwoImpurityChain.odd_boundState_threshold
```

```
'TwoImpurityChain.odd_boundState_threshold' depends on axioms: [propext, Classical.choice, Quot.sound]
```

In `odd_boundState_threshold`, the first part is the existence criterion; the second says that any two odd bound states below the band have equal energies. `IsOddBoundState` requires a real amplitude ψ : ℤ → ℝ that is nonzero, odd under n ↦ d − n, square-summable and an eigenstate of `hamiltonian`. The constant v is the amount by which the on-site energy of an impurity lies below that of the host sites, in units of the hopping magnitude. It may be any real number, and d any natural number. Your equation is `OddCondition`, settled by `oddCondition_solvable_iff` and `oddCondition_unique`.

Square-summability matters. For v = 0 and d = 1, ψ(n) = 2^n − 2^(1−n) is odd and solves the Schrödinger equation at E = −5/2, although v d = 0. Replacing 2 by 3 gives another such solution at E = −10/3.

The proof follows the derivation:

- `oddOrbital_source` checks the exponentials for negative, zero and positive n; `impurity_term` rewrites the impurity potential using oddness.
- `free_bounded_eq_zero` iterates the factor 2/s by induction. `boundState_proportional` applies it to φ, and `boundState_iff_oddCondition` evaluates at site 0 and verifies the converse.
- `oddCondition_iff_geom` removes the factor 1 − x. `geom_compare` states the monotonicity cross-multiplied; comparing two solutions gives uniqueness, and comparing with x = 1 gives v d > 2.
- Existence uses the intermediate value theorem for v x S(x) − (1 + x), which is −1 at 0 and v d − 2 at 1.

`linear_combination` verifies the algebraic identities. The final theorem obtains x from E by the square-root formula.

For non-interacting electrons in this one-band chain, the criterion gives an exact reference for numerical impurity calculations, provided that the simulated chain extends beyond the impurities by many decay lengths 1/ln(1/x). This length diverges as v d approaches 2 from above, so a finite chain can miss a weakly bound odd state. It does not address even states, states above the band or lattice relaxation.
